# Between its step fields, the magnetisation ⟨M⟩ of an isotropic antiferromagnetic dimer of two equal spins tends to an integer as T → 0⁺

## Levels, field and thermal mean

Let n be a natural number. The states are the pairs (S, M) with total spin S = 0, 1, …, n and integer projection M, |M| ≤ S. Their energies are

E(S, M) = J S(S+1)/2 − bM,

where J is the exchange constant and b the field in energy units, b = gμ_B B. The sign is chosen so that a positive field favours positive M. Temperature T is also measured in energy units, so k_B = 1. The thermal mean of a quantity A that takes the value A_i in state i is

⟨A⟩_T = Σ_i A_i exp(−E_i/T) / Σ_i exp(−E_i/T).

The state (S, S), with the largest projection in its multiplet, is called stretched.

## The dimer behind the spectrum

Two spins of equal length s and equal g factor, coupled by J s₁·s₂, have the exchange energy J[S(S+1) − 2s(s+1)]/2, and each S from 0 to 2s occurs once. With n = 2s this is the spectrum above, up to a constant. For J > 0 the exchange favours S = 0 and the field favours large M, so the ground state changes as b grows. The results describe these level crossings in a finite model with isotropic exchange and a Zeeman term only.

In extended magnets, "magnetisation plateau" usually means a field interval of constant magnetisation that survives the thermodynamic limit. Here the plateaus are those of a finite level scheme.

## Plateaus, saturation and steps

Let k be a natural number, zero included. There are three limits, each taken at fixed b as T → 0⁺:

- If k ≤ n and kJ < b < (k+1)J, then ⟨M⟩_T → k.
- If J > 0 and b > nJ, then ⟨M⟩_T → n.
- If J > 0, k < n and b = (k+1)J, then ⟨M⟩_T → k + 1/2.

In the first case the window itself forces J > 0, and then b > kJ ≥ 0.

In Lean a state is an element of `ℕ × ℤ`, and `states n` is the finite set of allowed pairs. `energy J b` is E, `stretched S` is the state (S, S), and `magnetisation n J b T` is ⟨M⟩_T. The conclusion `Tendsto (magnetisation n J b) (𝓝[>] 0) (𝓝 (k : ℝ))` says that the mean approaches k as T approaches zero through positive values. The three limits are `magnetisation_plateau`, `magnetisation_saturation` and `magnetisation_step`.

The spectrum enters as a definition; it is not derived from a spin Hamiltonian. Anisotropy and repeated multiplets are absent, and the limits carry no estimate of how low T must be.

## The limit selects the ground states

Choose a reference energy e₀. Since

exp(−E_i/T) = exp(−e₀/T) exp(−(E_i − e₀)/T),

the factor exp(−e₀/T) cancels between numerator and denominator, and the energies may be measured from e₀.

Now let e₀ be the ground energy and G the set of ground states. For i in G the shifted weight is exp(0) = 1. For any other state E_i − e₀ > 0, so the exponent tends to −∞ and the weight to 0. The sums are finite, hence

⟨A⟩_T → (Σ_{i∈G} A_i) / |G|.

It remains to find G.

## The gap to a stretched state

Compare (S, M) with the stretched state (k, k):

E(S, M) − E(k, k) = J[S(S+1) − k(k+1)]/2 − b(M − k).

Use S(S+1) − k(k+1) = (S−k)(S+k+1) and M − k = (S−k) − (S−M):

E(S, M) − E(k, k) = (S−k)[J(S+k+1)/2 − b] + b(S−M).

The first term is the cost of changing the multiplet, and the second is the cost of lowering M below S. The second is never negative, because b > 0 and M ≤ S.

Suppose kJ < b < (k+1)J.

- If S < k, then S+k+1 ≤ 2k, so the bracket is at most kJ − b < 0. Both factors of the first term are negative and their product is positive.
- If S = k, the first term vanishes. Any state other than (k, k) has M < k, so the second term is positive.
- If S > k, then S+k+1 ≥ 2k+2, so the bracket is at least (k+1)J − b > 0, and the first term is positive.

The ground state is therefore (k, k) alone, and the mean tends to k. When k = n the third case does not arise, so the upper bound on b is not needed. This gives saturation.

## Two ground states at a step

At b = (k+1)J the bracket equals J(S−k−1)/2, and the gap is

E(S, M) − E(k, k) = J(S−k)(S−k−1)/2 + (k+1)J(S−M).

A product of two consecutive integers is never negative and vanishes only when one of them is zero, here for S = k or S = k+1. The gap is thus zero exactly for (k, k) and (k+1, k+1), and the average of M over these two is

(k + (k+1))/2 = k + 1/2.

## The step in a numerical field sweep

For T much smaller than J and b near (k+1)J, only the two crossing states carry appreciable weight. This gives the approximation

⟨M⟩_T ≈ k + 1/(1 + exp(−(b − (k+1)J)/T)).

A computed curve therefore shows a smooth rise a few T wide, passing close to k + 1/2 at the crossing. Code that picks a single lowest pair (S, M) from the list of levels returns k or k+1 there, depending on how the tie is broken. At low T the Boltzmann factor of a state with negative energy can overflow; subtracting the lowest energy first prevents this and leaves the mean unchanged.

## The Lean file

```lean
import Mathlib

open Filter Topology

namespace MagnetisationPlateaus

noncomputable section

/-- The canonical mean of an observable `A` over a finite set `s` of states with energies `E`,
at temperature `T` in units where Boltzmann's constant is one. -/
def thermalMean {ι : Type*} (s : Finset ι) (E A : ι → ℝ) (T : ℝ) : ℝ :=
  (∑ i ∈ s, A i * Real.exp (-E i / T)) / ∑ i ∈ s, Real.exp (-E i / T)

/-- The states `(S, M)` with total spin `S = 0, ..., n` and integer projection `|M| ≤ S`. -/
def states (n : ℕ) : Finset (ℕ × ℤ) :=
  (Finset.range (n + 1) ×ˢ Finset.Icc (-(n : ℤ)) n).filter (fun p => |p.2| ≤ (p.1 : ℤ))

/-- The energy `J S(S+1)/2 - b M` of the state `(S, M)` with exchange constant `J` in a
field `b`. -/
def energy (J b : ℝ) (p : ℕ × ℤ) : ℝ :=
  J * p.1 * (p.1 + 1) / 2 - b * p.2

/-- The stretched state `M = S` of the multiplet with total spin `S`. -/
def stretched (S : ℕ) : ℕ × ℤ := (S, (S : ℤ))

/-- The thermal mean of `M` at temperature `T`. -/
def magnetisation (n : ℕ) (J b T : ℝ) : ℝ :=
  thermalMean (states n) (energy J b) (fun p => (p.2 : ℝ)) T

/-- A pair `(S, M)` is one of the states exactly when `S ≤ n` and `|M| ≤ S`. -/
theorem mem_states (n : ℕ) (p : ℕ × ℤ) :
    p ∈ states n ↔ p.1 ≤ n ∧ |p.2| ≤ (p.1 : ℤ) := by
  simp only [states, Finset.mem_filter, Finset.mem_product, Finset.mem_range,
    Finset.mem_Icc, abs_le]
  omega

/-- Measuring all energies from a common reference `e₀` leaves thermal means unchanged. -/
theorem thermalMean_shift {ι : Type*} (s : Finset ι) (E A : ι → ℝ) (e₀ T : ℝ) :
    thermalMean s E A T =
      (∑ i ∈ s, A i * Real.exp (-(E i - e₀) / T)) /
        ∑ i ∈ s, Real.exp (-(E i - e₀) / T) := by
  have h : ∀ i, Real.exp (-E i / T) =
      Real.exp (-e₀ / T) * Real.exp (-(E i - e₀) / T) := by
    intro i
    rw [← Real.exp_add]
    congr 1
    ring
  have hnum : ∑ i ∈ s, A i * Real.exp (-E i / T) =
      Real.exp (-e₀ / T) * ∑ i ∈ s, A i * Real.exp (-(E i - e₀) / T) := by
    rw [Finset.mul_sum]
    refine Finset.sum_congr rfl (fun i _ => ?_)
    rw [h i]
    ring
  have hden : ∑ i ∈ s, Real.exp (-E i / T) =
      Real.exp (-e₀ / T) * ∑ i ∈ s, Real.exp (-(E i - e₀) / T) := by
    rw [Finset.mul_sum]
    exact Finset.sum_congr rfl (fun i _ => h i)
  rw [thermalMean, hnum, hden, mul_div_mul_left _ _ (Real.exp_pos _).ne']

/-- As the temperature tends to zero from above, the thermal mean of an observable tends to its
plain average over the set `G` of ground states. -/
theorem thermalMean_tendsto_ground {ι : Type*} [DecidableEq ι] (s G : Finset ι)
    (E A : ι → ℝ) (e₀ : ℝ) (hG : G ⊆ s) (hne : G.Nonempty)
    (hground : ∀ i ∈ G, E i = e₀) (hexc : ∀ i ∈ s, i ∉ G → e₀ < E i) :
    Tendsto (thermalMean s E A) (𝓝[>] 0) (𝓝 ((∑ i ∈ G, A i) / (G.card : ℝ))) := by
  -- shifted Boltzmann factors: one on ground states, vanishing on excited states
  have hw : ∀ i ∈ s, Tendsto (fun T : ℝ => Real.exp (-(E i - e₀) / T)) (𝓝[>] 0)
      (𝓝 (if i ∈ G then (1 : ℝ) else 0)) := by
    intro i hi
    by_cases hiG : i ∈ G
    · simp [hiG, hground i hiG]
    · have hneg : -(E i - e₀) < 0 := by linarith [hexc i hi hiG]
      have h1 : Tendsto (fun T : ℝ => -(E i - e₀) / T) (𝓝[>] 0) atBot := by
        simp only [div_eq_mul_inv]
        exact tendsto_inv_nhdsGT_zero.const_mul_atTop_of_neg hneg
      rw [if_neg hiG]
      exact Real.tendsto_exp_atBot.comp h1
  have key : ∀ f : ι → ℝ,
      ∑ i ∈ s, f i * (if i ∈ G then (1 : ℝ) else 0) = ∑ i ∈ G, f i := by
    intro f
    calc ∑ i ∈ s, f i * (if i ∈ G then (1 : ℝ) else 0)
        = ∑ i ∈ G, f i * (if i ∈ G then (1 : ℝ) else 0) :=
          (Finset.sum_subset hG (fun i _ hi => by simp [hi])).symm
      _ = ∑ i ∈ G, f i := Finset.sum_congr rfl (fun i hi => by simp [hi])
  have hden : ∑ i ∈ s, (if i ∈ G then (1 : ℝ) else 0) = (G.card : ℝ) := by
    have h := key (fun _ => 1)
    simp only [one_mul] at h
    rw [h]
    simp
  have hcard : (G.card : ℝ) ≠ 0 := by exact_mod_cast hne.card_pos.ne'
  have num := tendsto_finsetSum s (fun i hi => (hw i hi).const_mul (A i))
  have den := tendsto_finsetSum s hw
  rw [key A] at num
  rw [hden] at den
  exact (num.div den hcard).congr (fun T => (thermalMean_shift s E A e₀ T).symm)

/-- The energy of `(S, M)` above the stretched state of spin `k`, split into the cost of changing
the multiplet and the cost of lowering `M` below `S`. -/
theorem energy_gap (J b : ℝ) (k S : ℕ) (M : ℤ) :
    energy J b (S, M) - energy J b (stretched k) =
      ((S : ℝ) - k) * (J * (S + k + 1) / 2 - b) + b * (S - M) := by
  simp only [energy, stretched, Int.cast_natCast]
  ring

/-- If `J > 0` and `kJ < b`, and also `b < (k+1)J` when `k < n`, then every state other than the
stretched state of spin `k` lies strictly above it. -/
theorem stretched_lt_energy {J b : ℝ} {n k : ℕ} (hJ : 0 < J) (hlow : k * J < b)
    (hhigh : k < n → b < (k + 1) * J) (p : ℕ × ℤ) (hp : p ∈ states n)
    (hne : p ≠ stretched k) : energy J b (stretched k) < energy J b p := by
  obtain ⟨S, M⟩ := p
  obtain ⟨hS, hM⟩ := (mem_states n (S, M)).1 hp
  dsimp only at hS hM
  have hMS : M ≤ (S : ℤ) := (le_abs_self M).trans hM
  have hMS' : (M : ℝ) ≤ S := by exact_mod_cast hMS
  have hb : 0 < b := lt_of_le_of_lt (by positivity) hlow
  have hfield : 0 ≤ b * ((S : ℝ) - M) := mul_nonneg hb.le (by linarith)
  have hgap := energy_gap J b k S M
  rcases lt_trichotomy S k with h | h | h
  · -- smaller spin: the field cost outweighs the exchange gain
    have h' : (S : ℝ) + 1 ≤ k := by exact_mod_cast h
    have h1 := mul_le_mul_of_nonneg_left h' hJ.le
    have h2 := mul_pos_of_neg_of_neg (show (S : ℝ) - k < 0 by linarith)
      (show J * (S + k + 1) / 2 - b < 0 by linarith)
    linarith
  · -- same multiplet: lowering M costs Zeeman energy
    subst h
    have hlt : M < (S : ℤ) := lt_of_le_of_ne hMS (fun e => hne (by rw [e]; rfl))
    have hlt' : (M : ℝ) < S := by exact_mod_cast hlt
    have h2 : 0 < b * ((S : ℝ) - M) := mul_pos hb (by linarith)
    rw [sub_self, zero_mul, zero_add] at hgap
    linarith
  · -- larger spin: the exchange cost outweighs the field gain
    have h' : (k : ℝ) + 1 ≤ S := by exact_mod_cast h
    have h1 := mul_le_mul_of_nonneg_left h' hJ.le
    have h3 := hhigh (lt_of_lt_of_le h hS)
    have h2 := mul_pos (show 0 < (S : ℝ) - k by linarith)
      (show 0 < J * (S + k + 1) / 2 - b by linarith)
    linarith

/-- If `J > 0` and `kJ < b` with `k ≤ n`, and also `b < (k+1)J` when `k < n`, the thermal mean of
`M` tends to `k` as the temperature tends to zero from above. -/
theorem magnetisation_tendsto {J b : ℝ} {n k : ℕ} (hJ : 0 < J) (hk : k ≤ n)
    (hlow : k * J < b) (hhigh : k < n → b < (k + 1) * J) :
    Tendsto (magnetisation n J b) (𝓝[>] 0) (𝓝 (k : ℝ)) := by
  have hmem : stretched k ∈ states n := (mem_states n _).2 ⟨hk, by simp [stretched]⟩
  have h := thermalMean_tendsto_ground (states n) {stretched k} (energy J b)
    (fun p => (p.2 : ℝ)) (energy J b (stretched k))
    (Finset.singleton_subset_iff.2 hmem) (Finset.singleton_nonempty _)
    (fun i hi => by rw [Finset.mem_singleton.1 hi])
    (fun i hi hiG => stretched_lt_energy hJ hlow hhigh i hi
      (fun e => hiG (Finset.mem_singleton.2 e)))
  rw [Finset.sum_singleton, Finset.card_singleton, Nat.cast_one, div_one] at h
  have e : ((stretched k).2 : ℝ) = k := by simp [stretched]
  rw [← e]
  exact h

/-- Magnetisation plateau: for `kJ < b < (k+1)J` with `k ≤ n`, the thermal mean of `M` tends to
`k` as the temperature tends to zero from above. -/
theorem magnetisation_plateau {J b : ℝ} {n k : ℕ} (hk : k ≤ n)
    (hlow : k * J < b) (hhigh : b < (k + 1) * J) :
    Tendsto (magnetisation n J b) (𝓝[>] 0) (𝓝 (k : ℝ)) :=
  magnetisation_tendsto (by linarith) hk hlow (fun _ => hhigh)

/-- Saturation: for `J > 0` and any field `b > nJ`, the thermal mean of `M` tends to its largest
value `n` as the temperature tends to zero from above. -/
theorem magnetisation_saturation {J b : ℝ} {n : ℕ} (hJ : 0 < J) (hb : n * J < b) :
    Tendsto (magnetisation n J b) (𝓝[>] 0) (𝓝 (n : ℝ)) :=
  magnetisation_tendsto hJ le_rfl hb (fun h => absurd h (lt_irrefl n))

/-- At the step field `b = (k+1)J` with `J > 0` and `k < n`, the thermal mean of `M` tends to
`k + 1/2` as the temperature tends to zero from above. -/
theorem magnetisation_step {J : ℝ} {n k : ℕ} (hJ : 0 < J) (hk : k < n) :
    Tendsto (magnetisation n J ((k + 1) * J)) (𝓝[>] 0) (𝓝 ((k : ℝ) + 1 / 2)) := by
  have hne : stretched k ≠ stretched (k + 1) := by
    intro h
    have h1 : k = k + 1 := congrArg Prod.fst h
    omega
  have hmem : ∀ S ≤ n, stretched S ∈ states n := fun S hS =>
    (mem_states n _).2 ⟨hS, by simp [stretched]⟩
  have h := thermalMean_tendsto_ground (states n) {stretched k, stretched (k + 1)}
    (energy J ((k + 1) * J)) (fun p => (p.2 : ℝ)) (energy J ((k + 1) * J) (stretched k))
    (by
      intro p hp
      rcases Finset.mem_insert.1 hp with e | e
      · rw [e]; exact hmem k hk.le
      · rw [Finset.mem_singleton.1 e]; exact hmem (k + 1) hk)
    (Finset.insert_nonempty _ _)
    (by
      -- the two stretched states cross at this field
      intro p hp
      rcases Finset.mem_insert.1 hp with e | e
      · rw [e]
      · rw [Finset.mem_singleton.1 e]
        simp only [energy, stretched]
        push_cast
        ring)
    (by
      rintro ⟨S, M⟩ hp hG
      obtain ⟨-, hM⟩ := (mem_states n (S, M)).1 hp
      dsimp only at hM
      have hMS : M ≤ (S : ℤ) := (le_abs_self M).trans hM
      have hMS' : (M : ℝ) ≤ S := by exact_mod_cast hMS
      have hb : 0 < ((k : ℝ) + 1) * J := by positivity
      have hfield : 0 ≤ ((k : ℝ) + 1) * J * ((S : ℝ) - M) :=
        mul_nonneg hb.le (by linarith)
      have hgap : energy J ((k + 1) * J) (S, M) - energy J ((k + 1) * J) (stretched k) =
          J / 2 * (((S : ℝ) - k) * (S - k - 1)) + (k + 1) * J * (S - M) := by
        rw [energy_gap]
        ring
      have hJ2 : 0 < J / 2 := by linarith
      by_cases hS : S = k ∨ S = k + 1
      · -- in the two crossing multiplets only M < S remains
        have hlt : M < (S : ℤ) := by
          refine lt_of_le_of_ne hMS (fun e => hG ?_)
          rw [e]
          rcases hS with h | h
          · rw [h]; exact Finset.mem_insert_self _ _
          · rw [h]; exact Finset.mem_insert_of_mem (Finset.mem_singleton_self _)
        have hlt' : (M : ℝ) < S := by exact_mod_cast hlt
        have h2 : 0 < ((k : ℝ) + 1) * J * ((S : ℝ) - M) := mul_pos hb (by linarith)
        have h0 : ((S : ℝ) - k) * (S - k - 1) = 0 := by
          rcases hS with h | h
          · rw [h]; ring
          · rw [h]; push_cast; ring
        rw [h0, mul_zero, zero_add] at hgap
        linarith
      · -- all other multiplets lie higher
        have h0 : 0 < ((S : ℝ) - k) * (S - k - 1) := by
          have hcase : S < k ∨ k + 1 < S := by omega
          rcases hcase with h | h
          · have h' : (S : ℝ) < k := by exact_mod_cast h
            exact mul_pos_of_neg_of_neg (by linarith) (by linarith)
          · have h' : (k : ℝ) + 1 < S := by exact_mod_cast h
            exact mul_pos (by linarith) (by linarith)
        have h2 := mul_pos hJ2 h0
        linarith)
  rw [Finset.sum_pair hne, Finset.card_pair hne] at h
  have e : (((stretched k).2 : ℝ) + ((stretched (k + 1)).2 : ℝ)) / ((2 : ℕ) : ℝ) =
      (k : ℝ) + 1 / 2 := by
    simp only [stretched]
    push_cast
    ring
  rw [← e]
  exact h

end

end MagnetisationPlateaus
```

```lean
#print axioms MagnetisationPlateaus.magnetisation_plateau
-- 'MagnetisationPlateaus.magnetisation_plateau' depends on axioms: [propext, Classical.choice, Quot.sound]
#print axioms MagnetisationPlateaus.magnetisation_saturation
-- 'MagnetisationPlateaus.magnetisation_saturation' depends on axioms: [propext, Classical.choice, Quot.sound]
#print axioms MagnetisationPlateaus.magnetisation_step
-- 'MagnetisationPlateaus.magnetisation_step' depends on axioms: [propext, Classical.choice, Quot.sound]
```

## How the proof follows the derivation

`thermalMean_shift` is the change of reference energy. It pulls the common exponential out of both sums and cancels it, which is allowed because an exponential is positive.

`thermalMean_tendsto_ground` is the low-temperature limit for any finite level scheme. Its step `hw` gives the limit of each shifted weight, 1 on `G` and 0 elsewhere. The step `key` turns a sum with these limiting weights into a sum over `G`. The limits of numerator and denominator are then divided, which requires `G` to be nonempty.

`energy_gap` is the factorised gap, verified by `ring`. `stretched_lt_energy` splits on `lt_trichotomy S k`, matching the three cases above. In the outer two, `h1` bounds the bracket and `h2` is the positive product. The upper bound on the field is the implication `k < n → b < (k + 1) * J`, so it is required only when a higher multiplet exists.

`magnetisation_tendsto` applies the general limit with the single ground state `stretched k`. The plateau theorem follows once `linarith` has extracted J > 0 from the window. For saturation k = n, and the implication holds because n < n is false.

`magnetisation_step` uses the two-element ground set `{stretched k, stretched (k + 1)}`. It first checks that the two energies agree, then rewrites the gap in the consecutive-integer form as `hgap`. The split on `S = k ∨ S = k + 1` separates states raised only by M < S from those in higher-lying multiplets. Finally, `Finset.sum_pair` and `Finset.card_pair` evaluate the average over the two ground states.
